# A polynomial homogeneous in one of two spinors vanishes when they coincide exactly if it contains their valence bond

When a wave function of a small spin cluster has no component of maximal total spin on the bond between sites $i$ and $j$, one can pull out a factor $u_iv_j-v_iu_j$ and continue with a quotient of lower degree. Here a spin $S_k$ at site $k$ is written as a homogeneous polynomial of degree $2S_k$ in its up and down components $u_k,v_k$.

Setting the two spinors equal maps the bond's states onto the homogeneous polynomials of degree $2(S_i+S_j)$ in one spinor, which form a single multiplet of spin $S_i+S_j$. The map commutes with rotations, so it removes all lower bond spins and keeps the maximal one. This step from bond spin to coinciding spinors is a prose argument; the Lean code starts from the vanishing condition.

## Spinors, bonds and conditions

```lean
import Mathlib

open MvPolynomial

namespace AKLTSpinor

noncomputable section

/-- Polynomials in the spinor components `u k = X (k, 0)` and `v k = X (k, 1)` of the sites `k`. -/
abbrev SpinorPoly (Λ : Type) := MvPolynomial (Λ × Fin 2) ℂ
```

The variables are labelled by a site and a number 0 or 1: `X (k, 0)` is $u_k$ and `X (k, 1)` is $v_k$. Coefficients are complex.

```lean
variable {Λ : Type}

/-- The valence bond (singlet) `u i * v j - v i * u j` between sites `i` and `j`. -/
def valenceBond (i j : Λ) : SpinorPoly Λ :=
  X (i, 0) * X (j, 1) - X (i, 1) * X (j, 0)
```

This is the singlet $B_{ij}=u_iv_j-v_iu_j$, unnormalised. For two spins ½ the normalised state is $B_{ij}/\sqrt2$.

```lean
/-- The product of the valence bonds over a finite set `E` of bonds. -/
def akltState (E : Finset (Λ × Λ)) : SpinorPoly Λ := ∏ e ∈ E, valenceBond e.1 e.2
```

For a finite set $E$ of bonds, `akltState E` is $\Psi_E=\prod_{(i,j)\in E}B_{ij}$. The name AKLT stands for Affleck, Kennedy, Lieb and Tasaki; it is used here for any such cluster, not only for the spin-1 chain.

```lean
section Sites

variable [DecidableEq Λ]

/-- Multiply both spinor components of site `j` by `t`. -/
def scaleSite {R : Type} [CommRing R] (j : Λ) (t : R) (z : Λ × Fin 2 → R) : Λ × Fin 2 → R :=
  fun p => if p.1 = j then t * z p else z p
```

`scaleSite j t z` multiplies the spinor at $j$ by $t$ and leaves the others alone. The values may be numbers or polynomials.

```lean
/-- Relabelling that replaces site `j` by site `i`. -/
def merge (i j : Λ) (p : Λ × Fin 2) : Λ × Fin 2 := (if p.1 = j then i else p.1, p.2)
```

`merge i j` renames site $j$ to $i$, which makes the two spinors equal.

```lean
/-- `f` is homogeneous of degree `n` in the spinor of site `j`. -/
def HomogeneousAt (j : Λ) (n : ℕ) (f : SpinorPoly Λ) : Prop :=
  ∀ (t : ℂ) (z : Λ × Fin 2 → ℂ), eval (scaleSite j t z) f = t ^ n * eval z f
```

Here `eval z f` is the number $f(z)$. The condition says that scaling spinor $j$ by $t$ multiplies $f$ by $t^n$; for a nonzero state, $n=2S_j$.

```lean
/-- `f` vanishes whenever the spinor of site `j` equals that of site `i`. -/
def VanishesOnBond (i j : Λ) (f : SpinorPoly Λ) : Prop :=
  ∀ z : Λ × Fin 2 → ℂ, eval (fun p => z (merge i j p)) f = 0
```

The bond condition is $f=0$ whenever $(u_j,v_j)=(u_i,v_i)$, for all values of the remaining variables.

```lean
/-- The number of bonds of `E` that end at site `k`. -/
def coordination (E : Finset (Λ × Λ)) (k : Λ) : ℕ :=
  (E.filter (fun e => e.1 = k ∨ e.2 = k)).card
```

This counts the bonds ending at $k$; call the number $c_k$.

## One bond

```lean
/-- Substituting rescaled polynomials and then evaluating is evaluation at rescaled values. -/
theorem eval_aeval_scale (j : Λ) (s : SpinorPoly Λ) (q : Λ × Fin 2 → SpinorPoly Λ)
    (z : Λ × Fin 2 → ℂ) (f : SpinorPoly Λ) :
    eval z (aeval (scaleSite j s q) f)
      = eval (scaleSite j (eval z s) (fun p => eval z (q p))) f := by
  induction f using MvPolynomial.induction_on with
  | C c => simp [algebraMap_eq]
  | add a b ha hb => simp only [map_add, ha, hb]
  | mul_X a p ha =>
    simp only [map_mul, aeval_X, eval_X, ha]
    congr 1
    unfold scaleSite
    split_ifs <;> simp
```

`aeval` substitutes polynomials for variables. Substituting first and inserting numbers afterwards gives the same as inserting the resulting numbers directly. A scaling law known for numbers $t$ can therefore be used with a polynomial such as $t=u_i$.

```lean
/-- The valence bond between two different sites is not the zero polynomial. -/
theorem valenceBond_ne_zero {i j : Λ} (hij : i ≠ j) : valenceBond i j ≠ 0 := by
  intro h
  have h1 := congrArg (eval (fun p => if p = (i, 0) ∨ p = (j, 1) then (1 : ℂ) else 0)) h
  simp [valenceBond, hij, hij.symm] at h1
```

At $u_i=v_j=1$, with all other variables zero, $B_{ij}=1$.

```lean
/-- If `t ^ a * f` at the spinor of `j` scaled by `t` equals `t ^ b * f`, and `f` vanishes when
the spinors of the different sites `i` and `j` coincide, then their valence bond divides `f`. -/
theorem dvd_of_scaling {i j : Λ} (hij : i ≠ j) {a b : ℕ} {f : SpinorPoly Λ}
    (h : ∀ (t : ℂ) (z : Λ × Fin 2 → ℂ), t ^ a * eval (scaleSite j t z) f = t ^ b * eval z f)
    (hv : VanishesOnBond i j f) : valenceBond i j ∣ f := by
  -- congruent substitutions give congruent values
  have hsub : ∀ (d : SpinorPoly Λ) (q r : Λ × Fin 2 → SpinorPoly Λ),
      (∀ p, d ∣ q p - r p) → ∀ g : SpinorPoly Λ, d ∣ aeval q g - aeval r g := by
    intro d q r hd g
    induction g using MvPolynomial.induction_on with
    | C c => simp
    | add x y hx hy =>
      have h1 := dvd_add hx hy
      simp only [map_add]
      convert h1 using 1
      ring
    | mul_X x p hx =>
      have h1 := dvd_add (hx.mul_right (q p)) ((hd p).mul_left (aeval r x))
      simp only [map_mul, aeval_X]
      convert h1 using 1
      ring
  -- a factor `u i` can be cancelled: set `u i = 0` in the quotient
  have cancel : ∀ g : SpinorPoly Λ, valenceBond i j ∣ X (i, 0) * g → valenceBond i j ∣ g := by
    rintro g ⟨r, hr⟩
    obtain ⟨q, hq⟩ : ∃ q : Λ × Fin 2 → SpinorPoly Λ,
      q = fun p => if p = (i, 0) then 0 else X p := ⟨_, rfl⟩
    have hD : aeval q (valenceBond i j) = -(X (i, 1) * X (j, 0) : SpinorPoly Λ) := by
      simp [valenceBond, hq, hij.symm]
    have hq0 : q (i, 0) = 0 := by simp [hq]
    have e := congrArg (aeval q) hr
    rw [map_mul, map_mul, hD, aeval_X, hq0, zero_mul] at e
    have hr0 := (mul_eq_zero.mp e.symm).resolve_left
      (neg_ne_zero.mpr (mul_ne_zero (X_ne_zero _) (X_ne_zero _)))
    have hx := hsub (X (i, 0)) X q (fun p => by
      by_cases hp : p = (i, 0) <;> simp [hq, hp]) r
    rw [hr0, sub_zero, aeval_X_left_apply] at hx
    obtain ⟨w, hw⟩ := hx
    refine ⟨w, mul_left_cancel₀ (X_ne_zero (R := ℂ) (i, (0 : Fin 2))) ?_⟩
    rw [hr, hw]
    ring
  -- `f` vanishes when the spinor of `j` is `u j` times that of `i`
  have hQ : aeval (scaleSite j (X (j, 0)) (fun p => (X (merge i j p) : SpinorPoly Λ))) f = 0 := by
    have e : (X (j, 0) : SpinorPoly Λ) ^ a *
        aeval (scaleSite j (X (j, 0)) (fun p => (X (merge i j p) : SpinorPoly Λ))) f = 0 := by
      apply MvPolynomial.funext
      intro z
      simp only [map_mul, map_pow, map_zero, eval_X, eval_aeval_scale]
      rw [h, hv z, mul_zero]
    exact (mul_eq_zero.mp e).resolve_left (pow_ne_zero _ (X_ne_zero _))
  -- modulo the bond, `u i * (u j, v j)` is `u j * (u i, v i)`
  have hc := hsub (valenceBond i j) (scaleSite j (X (i, 0)) X)
    (scaleSite j (X (j, 0)) (fun p => X (merge i j p))) (by
      rintro ⟨k, s⟩
      by_cases hk : k = j
      · obtain rfl | rfl : s = 0 ∨ s = 1 := by fin_cases s <;> simp
        · exact ⟨0, by simp [scaleSite, merge, hk, mul_comm]⟩
        · exact ⟨1, by simp [scaleSite, merge, hk, valenceBond, mul_comm]⟩
      · exact ⟨0, by simp [scaleSite, merge, hk]⟩) f
  rw [hQ, sub_zero] at hc
  have hp : (X (i, 0) : SpinorPoly Λ) ^ b * f
      = X (i, 0) ^ a * aeval (scaleSite j (X (i, 0)) X) f := by
    apply MvPolynomial.funext
    intro z
    simp only [map_mul, map_pow, eval_X, eval_aeval_scale]
    exact (h _ _).symm
  have down : ∀ m : ℕ, valenceBond i j ∣ X (i, 0) ^ m * f → valenceBond i j ∣ f := by
    intro m
    induction m with
    | zero => intro h1; simpa using h1
    | succ m ih =>
      intro h1
      rw [pow_succ', mul_assoc] at h1
      exact ih (cancel _ h1)
  exact down b (by rw [hp]; exact hc.mul_left _)
```

Write $x_k=(u_k,v_k)$ and display only the spinor at $j$, so that $f=f(x_j)$. The hypothesis is $t^af(tx_j)=t^bf(x_j)$. Ordinary homogeneity has $a=0$; the general form serves for quotients later.

1. Modulo $B_{ij}$, $u_ix_j\equiv u_jx_i$: the first components agree, and the second differ by $u_iv_j-u_jv_i=B_{ij}$. Polynomials preserve congruences (`hsub`), so $f(u_ix_j)\equiv f(u_jx_i)$.
2. Scaling gives $u_j^af(u_jx_i)=u_j^bf(x_i)=0$, hence $f(u_jx_i)=0$ (`hQ`). Thus $B_{ij}$ divides $f(u_ix_j)$.
3. Since $u_i^bf(x_j)=u_i^af(u_ix_j)$, $B_{ij}$ divides $u_i^bf$.
4. If $u_ig=B_{ij}r$, setting $u_i=0$ gives $0=-v_iu_j\,r|_{u_i=0}$. So $r=u_iw$ for some polynomial $w$, and $g=B_{ij}w$ (`cancel`). Repeating this $b$ times (`down`) leaves $B_{ij}\mid f$.

```lean
/-- For `f` homogeneous in the spinor of site `j`, and `i` another site: `f` vanishes at
coinciding spinors of `i` and `j` if and only if it contains their valence bond as a factor. -/
theorem vanishesOnBond_iff {i j : Λ} (hij : i ≠ j) {n : ℕ} {f : SpinorPoly Λ}
    (hf : HomogeneousAt j n f) : VanishesOnBond i j f ↔ valenceBond i j ∣ f := by
  constructor
  · exact dvd_of_scaling (a := 0) (b := n) hij (fun t z => by rw [pow_zero, one_mul, hf t z])
  · rintro ⟨g, rfl⟩ z
    simp [valenceBond, merge, mul_comm]
```

For $i\ne j$ and $f$ homogeneous at $j$, vanishing on the bond is equivalent to $B_{ij}\mid f$. The forward direction is the previous theorem with $a=0$, $b=n$. Conversely, $B_{ij}$ is zero at equal spinors, and so is every multiple of it.

## Several bonds

```lean
/-- If `P ≠ 0` and `P * g` are homogeneous at site `k` of degrees `a` and `b`, then `t ^ a * g`
at the scaled spinor equals `t ^ b * g`. -/
theorem scaling_of_quotient {k : Λ} {a b : ℕ} {P g : SpinorPoly Λ} (h0 : P ≠ 0)
    (hP : HomogeneousAt k a P) (hf : HomogeneousAt k b (P * g)) (t : ℂ) (z : Λ × Fin 2 → ℂ) :
    t ^ a * eval (scaleSite k t z) g = t ^ b * eval z g := by
  have h : P * (C t ^ a * aeval (scaleSite k (C t) X) g) = P * (C t ^ b * g) := by
    apply MvPolynomial.funext
    intro w
    have h1 := hf t w
    rw [map_mul, map_mul, hP t w] at h1
    simp only [map_mul, map_pow, eval_C, eval_X, eval_aeval_scale]
    linear_combination h1
  have h2 := congrArg (eval z) (mul_left_cancel₀ h0 h)
  simp only [map_mul, map_pow, eval_C, eval_X, eval_aeval_scale] at h2
  exact h2
```

Let $f=Pg$, where $P$ and $f$ have degrees $a$ and $b$ at site $k$. Scaling that spinor gives $t^aP(z)\,g(tz)=t^bP(z)\,g(z)$, where $tz$ means scaling at $k$ only. The factor $P$ is cancelled as a nonzero polynomial, which also covers the points where $P(z)=0$.

```lean
/-- If every bond joins two different sites, the product of valence bonds is homogeneous at each
site, with degree the coordination number. -/
theorem akltState_homogeneous {E : Finset (Λ × Λ)} (hE : ∀ e ∈ E, e.1 ≠ e.2) (k : Λ) :
    HomogeneousAt k (coordination E k) (akltState E) := by
  intro t z
  have h : ∀ e ∈ E, eval (scaleSite k t z) (valenceBond e.1 e.2)
      = (if e.1 = k ∨ e.2 = k then t else 1) * eval z (valenceBond e.1 e.2) := by
    intro e he
    have hne := hE e he
    by_cases h1 : e.1 = k
    · have h2 : e.2 ≠ k := fun h2 => hne (h1.trans h2.symm)
      simp [valenceBond, scaleSite, h1, h2]
      ring
    · by_cases h2 : e.2 = k <;> simp [valenceBond, scaleSite, h1, h2]
      ring
  unfold akltState
  rw [map_prod, map_prod, Finset.prod_congr rfl h, Finset.prod_mul_distrib, Finset.prod_ite]
  simp [coordination]

end Sites
```

Each bond ending at $k$ contributes one factor $t$, and every other bond contributes 1. The degree of $\Psi_E$ at $k$ is therefore $c_k$.

```lean
/-- Homogeneity cannot be dropped: on two sites `u 1 - u 0` vanishes at coinciding spinors, but
the valence bond does not divide it. -/
theorem homogeneity_needed :
    VanishesOnBond (0 : Fin 2) 1 (X (1, 0) - X (0, 0)) ∧
      ¬ valenceBond (0 : Fin 2) 1 ∣ X (1, 0) - X (0, 0) := by
  constructor
  · intro z
    simp [merge]
  · rintro ⟨g, hg⟩
    have h := congrArg (eval (fun p => if p = ((1 : Fin 2), (0 : Fin 2)) then (1 : ℂ) else 0)) hg
    simp [valenceBond] at h
```

The polynomial $u_1-u_0$ vanishes at equal spinors. At $u_1=1$, with all other variables zero, it equals 1 while $B_{01}=0$, so $B_{01}$ does not divide it. It is homogeneous in all variables together, so total homogeneity alone is not enough.

```lean
/-- Let each bond be listed once, smaller site first, and let `f` be homogeneous at every site.
Then `f` vanishes on all bonds if and only if the product of their valence bonds divides it. -/
theorem akltState_dvd_iff [LinearOrder Λ] {E : Finset (Λ × Λ)} (hE : ∀ e ∈ E, e.1 < e.2)
    {n : Λ → ℕ} {f : SpinorPoly Λ} (hf : ∀ k, HomogeneousAt k (n k) f) :
    (∀ e ∈ E, VanishesOnBond e.1 e.2 f) ↔ akltState E ∣ f := by
  constructor
  · intro hv
    induction E using Finset.induction_on with
    | empty => simp [akltState]
    | insert e s he ih =>
      have hs : ∀ x ∈ s, x.1 < x.2 := fun x hx => hE x (Finset.mem_insert_of_mem hx)
      obtain ⟨g, hg⟩ := ih hs (fun x hx => hv x (Finset.mem_insert_of_mem hx))
      have hlt := hE e (Finset.mem_insert_self e s)
      -- the other bonds survive when the two ends of `e` are merged
      have h0 : rename (merge e.1 e.2) (akltState s) ≠ 0 := by
        unfold akltState
        rw [map_prod]
        refine Finset.prod_ne_zero_iff.mpr (fun x hx => ?_)
        have hr : rename (merge e.1 e.2) (valenceBond x.1 x.2) = valenceBond
            (if x.1 = e.2 then e.1 else x.1) (if x.2 = e.2 then e.1 else x.2) := by
          simp [valenceBond, merge]
        rw [hr]
        apply valenceBond_ne_zero
        have hxlt := hs x hx
        have hxe : x ≠ e := fun h => he (h ▸ hx)
        intro h
        by_cases h1 : x.1 = e.2
        · by_cases h2 : x.2 = e.2
          · exact hxlt.ne (h1.trans h2.symm)
          · rw [if_pos h1, if_neg h2] at h
            rw [h1, ← h] at hxlt
            exact lt_asymm hxlt hlt
        · by_cases h2 : x.2 = e.2
          · rw [if_neg h1, if_pos h2] at h
            exact hxe (Prod.ext h h2)
          · rw [if_neg h1, if_neg h2] at h
            exact hxlt.ne h
      have h1 : rename (merge e.1 e.2) (akltState s) * rename (merge e.1 e.2) g = 0 := by
        rw [← map_mul, ← hg]
        apply MvPolynomial.funext
        intro z
        rw [eval_rename, map_zero]
        exact hv e (Finset.mem_insert_self e s) z
      have hvg : VanishesOnBond e.1 e.2 g := by
        intro z
        have h2 := congrArg (eval z) ((mul_eq_zero.mp h1).resolve_left h0)
        rw [eval_rename, map_zero] at h2
        exact h2
      have hP : akltState s ≠ 0 :=
        Finset.prod_ne_zero_iff.mpr (fun x hx => valenceBond_ne_zero (hs x hx).ne)
      have hf' : HomogeneousAt e.2 (n e.2) (akltState s * g) := by
        rw [← hg]
        exact hf e.2
      obtain ⟨r, hr⟩ := dvd_of_scaling hlt.ne (scaling_of_quotient hP
        (akltState_homogeneous (fun x hx => (hs x hx).ne) e.2) hf') hvg
      refine ⟨r, ?_⟩
      rw [hg, hr]
      simp only [akltState, Finset.prod_insert he]
      ring
  · intro h e he
    exact (vanishesOnBond_iff (hE e he).ne (hf e.2)).mpr
      ((Finset.dvd_prod_of_mem (fun e : Λ × Λ => valenceBond e.1 e.2) he).trans h)
```

The ordering of sites only ensures that every bond joins two different sites and that none is listed in both directions. The proof adds bonds one at a time. Suppose $f=Pg$, with $P$ the product of the bonds already treated, and let $(i,j)$ be the next. Merging $j$ into $i$ makes $Pg$ zero. A factor of $P$ could become zero only if it joined $i$ and $j$, and that bond is not yet in $P$. Hence $g$ vanishes on the new bond. By `scaling_of_quotient` it obeys a scaling law at $j$, so `dvd_of_scaling` extracts $B_{ij}$. The converse applies the one-bond theorem to each factor.

## The state on a finite cluster

```lean
/-- Uniqueness of the AKLT state on a finite cluster, each bond listed once with the smaller site
first: the product of valence bonds is nonzero, and its constant multiples are exactly the
polynomials with degree the coordination number at each site that vanish on every bond. -/
theorem akltState_unique [LinearOrder Λ] [Fintype Λ] {E : Finset (Λ × Λ)}
    (hE : ∀ e ∈ E, e.1 < e.2) :
    akltState E ≠ 0 ∧ ∀ f : SpinorPoly Λ,
      ((∀ k, HomogeneousAt k (coordination E k) f) ∧ ∀ e ∈ E, VanishesOnBond e.1 e.2 f) ↔
        ∃ c : ℂ, f = C c * akltState E := by
  have h0 : akltState E ≠ 0 :=
    Finset.prod_ne_zero_iff.mpr (fun x hx => valenceBond_ne_zero (hE x hx).ne)
  have hP := akltState_homogeneous (fun x hx => (hE x hx).ne)
  refine ⟨h0, fun f => ⟨?_, ?_⟩⟩
  · rintro ⟨hs, hv⟩
    obtain ⟨g, hg⟩ := (akltState_dvd_iff hE hs).mp hv
    -- the quotient does not change when a spinor is set to zero
    have hz : ∀ (k : Λ) (z : Λ × Fin 2 → ℂ), eval (scaleSite k 0 z) g = eval z g := by
      intro k z
      have hne : (X (k, 0) - C (z (k, 0)) : SpinorPoly Λ) ≠ 0 := by
        intro h
        have h1 := congrArg (eval (fun _ => z (k, 0) + 1)) h
        simp at h1
      have hk : HomogeneousAt k (coordination E k) (akltState E * g) := by
        rw [← hg]
        exact hs k
      have e : (X (k, 0) - C (z (k, 0)) : SpinorPoly Λ) ^ coordination E k *
          aeval (scaleSite k (X (k, 0) - C (z (k, 0))) X) g
          = (X (k, 0) - C (z (k, 0))) ^ coordination E k * g := by
        apply MvPolynomial.funext
        intro w
        simp only [map_mul, map_pow, map_sub, eval_C, eval_X, eval_aeval_scale]
        exact scaling_of_quotient h0 (hP k) hk _ _
      have h2 := congrArg (eval z) (mul_left_cancel₀ (pow_ne_zero _ hne) e)
      simp only [map_sub, eval_C, eval_X, eval_aeval_scale, sub_self] at h2
      exact h2
    have hall : ∀ (s : Finset Λ) (z : Λ × Fin 2 → ℂ),
        eval (fun p => if p.1 ∈ s then 0 else z p) g = eval z g := by
      intro s z
      induction s using Finset.induction_on with
      | empty => simp
      | insert k s hk ih =>
        have h1 : (fun p : Λ × Fin 2 => if p.1 ∈ insert k s then 0 else z p)
            = scaleSite k 0 (fun p => if p.1 ∈ s then 0 else z p) := by
          funext p
          by_cases h : p.1 = k <;> simp [scaleSite, h]
        rw [h1, hz, ih]
    have hconst : g = C (eval (fun _ => 0) g) := by
      apply MvPolynomial.funext
      intro z
      have h1 := hall Finset.univ z
      simp only [Finset.mem_univ, if_true] at h1
      rw [eval_C]
      exact h1.symm
    exact ⟨eval (fun _ => 0) g, by rw [← hconst, hg, mul_comm]⟩
  · rintro ⟨c, rfl⟩
    have hs : ∀ k, HomogeneousAt k (coordination E k) (C c * akltState E) := by
      intro k t z
      rw [map_mul, map_mul, hP k t z, eval_C, eval_C]
      ring
    exact ⟨hs, (akltState_dvd_iff hE hs).mpr (dvd_mul_left _ _)⟩

end

end AKLTSpinor
```

```lean
#print axioms AKLTSpinor.vanishesOnBond_iff
#print axioms AKLTSpinor.homogeneity_needed
#print axioms AKLTSpinor.akltState_unique
```

```
'AKLTSpinor.vanishesOnBond_iff' depends on axioms: [propext, Classical.choice, Quot.sound]
'AKLTSpinor.homogeneity_needed' depends on axioms: [propext, Classical.choice, Quot.sound]
'AKLTSpinor.akltState_unique' depends on axioms: [propext, Classical.choice, Quot.sound]
```

With degree $c_k$ at every site, the polynomials vanishing on all bonds are exactly the multiples $c\,\Psi_E$ with a complex number $c$, and $\Psi_E\ne0$. To see this, write $f=\Psi_Eg$. Both $f$ and $\Psi_E$ have degree $c_k$ at $k$, so $t^{c_k}g(tz)=t^{c_k}g(z)$. Cancelling the power as a polynomial in $t$ allows $t=0$ (`hz`). Setting all spinors to zero in turn (`hall`) gives $g(z)=g(0)$, a constant. Conversely, every multiple has the required degrees and contains every bond.

Read through the bond-spin argument above, this gives the unique zero-energy state of a sum of maximal-bond-spin projectors with positive weights, on a finite cluster with $S_k=c_k/2$ and at most one bond per pair. The open chain with spin 1 at every site, ends included, is not covered: there the quotient $f/\Psi_E$ has degree 1 in each end spinor, which leaves four independent zero-energy states. The theorem says nothing about excitation energies.

## Three sites in numbers

Take bonds $(0,1)$ and $(1,2)$, so the spins are ½, 1, ½. Then

$$\Psi_E=u_0u_1v_1v_2-u_0v_1^2u_2-v_0u_1^2v_2+v_0u_1v_1u_2.$$

The normalised spin-1 states are $u_1^2/\sqrt2,\ u_1v_1,\ v_1^2/\sqrt2$, so the four amplitudes are $1,-\sqrt2,-\sqrt2,1$, with squared norm 6. The normalised state has probabilities $\tfrac16,\tfrac13,\tfrac13,\tfrac16$. Setting $(u_1,v_1)=(u_0,v_0)$ cancels the first term against the third and the second against the fourth, as the bond condition requires.
